# Laplace principle on a bounded interval: $\frac1N\log Z_N(p)$ tends to the Legendre transform of a continuous free-energy density

To get the pressure at a given chemical potential from a free-energy curve, one can replace the logarithm of a sum over the values of the density by the logarithm of its largest term. Take a fluid in a volume $V$ at inverse temperature $\beta$ and chemical potential $\mu$, with Helmholtz free energy per volume $\phi(\rho)$ at number density $\rho$. The grand partition function is written as an integral over $\rho$ of $\exp[V(\beta\mu\rho-\beta\phi(\rho))]$, and the pressure $P$ is read off as $\beta P=\max_\rho\,(\beta\mu\rho-\beta\phi(\rho))$. This step is exact in the limit of large size, provided the variable ranges over a closed bounded interval of positive length and the free-energy density is continuous there and does not itself depend on the size.

In general notation, $x\in[a,b]$ is an extensive quantity per unit size, $f(x)$ is the free-energy density in units of the thermal energy, $p$ is the field conjugate to $x$ in the same units, and $N$ is the size. For the fluid, $x=\rho$, $f=\beta\phi$, $p=\beta\mu$ and $N=V$.

In Lean 4 with Mathlib:

```lean
import Mathlib

open Set Filter Topology MeasureTheory

namespace LaplaceLegendre

noncomputable section
```

## The Legendre transform, the partition function and the probability of a window

Write $g(x)=px-f(x)$ for the exponent per unit size. The Legendre transform of $f$ restricted to $[a,b]$ is
$$f^*(p)=\sup_{x\in[a,b]}\,\bigl(px-f(x)\bigr).$$

```lean
/-- Legendre transform `f*(p)` of the free-energy density `f` restricted to `[a, b]`:
the supremum of `p x - f x` over the interval. -/
def legendre (f : ℝ → ℝ) (a b p : ℝ) : ℝ :=
  sSup ((fun x => p * x - f x) '' Icc a b)
```

`Icc a b` is the closed interval $[a,b]$, the symbol `''` forms the set of values that $g$ takes on it, and `sSup` is the least upper bound of that set. The function `f` has type `ℝ → ℝ`, but only its values on $[a,b]$ enter. The sign convention is $px-f$, so an ensemble at fixed pressure, with $x$ the volume per particle, has $p=-\beta P$. No derivative appears, and $f$ need be neither differentiable nor convex.

The partition function of a system of size $N$ is
$$Z_N(p)=\int_a^b e^{N(px-f(x))}\,dx .$$

```lean
/-- Partition function of a system of size `N` in the conjugate field `p`:
the integral of the weight `exp (N (p x - f x))` over `[a, b]`. -/
def partitionFn (f : ℝ → ℝ) (a b p N : ℝ) : ℝ :=
  ∫ x in a..b, Real.exp (N * (p * x - f x))
```

This definition carries the physical postulate. The statistical weight of all microstates with a given value of $x$ is taken to be exactly $e^{-Nf(x)}$, with one function $f$ for every size. The form is assumed, not derived from a Hamiltonian. Surface terms and other size-dependent corrections to $f$, the discreteness of particle number, and the factor $V$ from $dn=V\,d\rho$ (with $n$ the particle number) are left out. The size $N$ is a real number.

Dividing the weight by $Z_N(p)$ gives a normalised probability density on $[a,b]$. With the interval of integration shown as a superscript, the probability of finding $x$ in a window $[c,d]\subseteq[a,b]$ is
$$w_N=\frac{Z_N^{[c,d]}(p)}{Z_N^{[a,b]}(p)} .$$

```lean
/-- Probability that the variable `x` lies in the window `[c, d]`, for the weight
`exp (N (p x - f x))` normalised on `[a, b]`. -/
def windowProb (f : ℝ → ℝ) (a b c d p N : ℝ) : ℝ :=
  partitionFn f c d p N / partitionFn f a b p N
```

## The supremum is attained

The function $g$ is continuous on the closed bounded interval $[a,b]$, which is not empty when $a\le b$. It therefore takes a largest value at some point $x_0\in[a,b]$, and a largest element of a set is also its least upper bound. Hence $f^*(p)=px_0-f(x_0)=\max_{[a,b]}g$. The point $x_0$ may be an endpoint and need not be unique.

```lean
variable {f : ℝ → ℝ} {a b : ℝ}

/-- For continuous `f` the Legendre transform is the attained maximum of `p x - f x`
on `[a, b]`. -/
theorem legendre_isGreatest (hab : a ≤ b) (hf : ContinuousOn f (Icc a b)) (p : ℝ) :
    IsGreatest ((fun x => p * x - f x) '' Icc a b) (legendre f a b p) := by
  have hg : ContinuousOn (fun x => p * x - f x) (Icc a b) := by fun_prop
  obtain ⟨x₀, hx₀, hmax⟩ := isCompact_Icc.exists_isMaxOn (nonempty_Icc.2 hab) hg
  have hG : IsGreatest ((fun x => p * x - f x) '' Icc a b) (p * x₀ - f x₀) := by
    refine ⟨⟨x₀, hx₀, rfl⟩, ?_⟩
    rintro _ ⟨y, hy, rfl⟩
    exact isMaxOn_iff.1 hmax y hy
  unfold legendre
  rw [hG.csSup_eq]
  exact hG
```

`IsGreatest` says two things of `legendre f a b p`: it is a value of $g$ on $[a,b]$, and no value of $g$ exceeds it. The tactic `fun_prop` gives continuity of $g$, `isCompact_Icc.exists_isMaxOn` is the extreme value theorem and supplies $x_0$, and `hG.csSup_eq` identifies the supremum with $g(x_0)$.

The second half of that statement is the Fenchel–Young inequality: for every $x\in[a,b]$,
$$px-f(x)\le f^*(p).$$

```lean
/-- Fenchel-Young inequality: `p x - f x ≤ f*(p)` for every `x` in `[a, b]`. -/
theorem fenchel_young (hf : ContinuousOn f (Icc a b)) (p : ℝ) {x : ℝ} (hx : x ∈ Icc a b) :
    p * x - f x ≤ legendre f a b p :=
  (legendre_isGreatest (hx.1.trans hx.2) hf p).2 ⟨x, hx, rfl⟩
```

No ordering of $a$ and $b$ is assumed here, because $a\le x\le b$ already gives $a\le b$; this is the term `hx.1.trans hx.2`.

## The integral exists and is positive

The weight $e^{Ng(x)}$ is the exponential of a continuous function, so it is continuous on $[a,b]$ and integrable for every real $N$.

```lean
/-- The weight `exp (N (p x - f x))` is integrable over `[a, b]`. -/
theorem weight_integrable (hab : a ≤ b) (hf : ContinuousOn f (Icc a b)) (p N : ℝ) :
    IntervalIntegrable (fun x => Real.exp (N * (p * x - f x))) volume a b := by
  have hw : ContinuousOn (fun x => Real.exp (N * (p * x - f x))) (Icc a b) := by fun_prop
  exact hw.intervalIntegrable_of_Icc hab
```

The weight is strictly positive at every point, so its integral over an interval of positive length is strictly positive: $Z_N(p)>0$ for $a<b$. This is what allows $\log Z_N(p)$ to be formed and the rules for logarithms of products and quotients to be used.

```lean
/-- For `a < b` and `f` continuous on `[a, b]` the partition function is strictly positive. -/
theorem partitionFn_pos (hab : a < b) (hf : ContinuousOn f (Icc a b)) (p N : ℝ) :
    0 < partitionFn f a b p N :=
  intervalIntegral.intervalIntegral_pos_of_pos_on (weight_integrable hab.le hf p N)
    (fun _ _ => Real.exp_pos _) hab
```

## Upper bound by the largest weight

For $N\ge0$, multiply the Fenchel–Young inequality by $N$ and exponentiate: $e^{Ng(x)}\le e^{Nf^*(p)}$ for all $x\in[a,b]$. Integrating both sides over the interval gives
$$Z_N(p)\le(b-a)\,e^{Nf^*(p)} .$$

```lean
/-- Upper bound: the partition function is at most the length of the interval times the
largest weight `exp (N f*(p))`. -/
theorem partitionFn_le (hab : a ≤ b) (hf : ContinuousOn f (Icc a b)) (p : ℝ) {N : ℝ}
    (hN : 0 ≤ N) :
    partitionFn f a b p N ≤ (b - a) * Real.exp (N * legendre f a b p) := by
  have h := intervalIntegral.integral_mono_on hab (weight_integrable hab hf p N)
    ((continuous_const (y := Real.exp (N * legendre f a b p))).intervalIntegrable a b)
    (fun x hx => Real.exp_le_exp.2 (mul_le_mul_of_nonneg_left (fenchel_young hf p hx) hN))
  rw [intervalIntegral.integral_const, smul_eq_mul] at h
  exact h
```

The hypothesis `hN` keeps the direction of the inequality under multiplication. `integral_mono_on` integrates the pointwise bound, and `integral_const` evaluates the integral of the constant as length times value. At $a=b$, which this lemma allows, the bound reads $0\le0$.

## Lower bound from a neighbourhood of the maximiser

Fix $\varepsilon>0$ and let $x_0$ be a maximiser. Continuity of $g$ at $x_0$ gives $\delta>0$ such that $|g(x)-g(x_0)|<\varepsilon$ whenever $x\in[a,b]$ and $|x-x_0|<\delta$. Put
$$u=\max(a,\,x_0-\delta/2),\qquad v=\min(b,\,x_0+\delta/2).$$
Then $[u,v]\subseteq[a,b]$, and every $x\in[u,v]$ has $|x-x_0|\le\delta/2<\delta$, so $g(x)\ge f^*(p)-\varepsilon$ there. Also $u<v$, because each candidate for $u$ lies below each candidate for $v$: $a<b$ by hypothesis, $a\le x_0<x_0+\delta/2$, $x_0-\delta/2<x_0\le b$, and $x_0-\delta/2<x_0+\delta/2$. The cut-offs at $a$ and $b$ cover a maximiser at an endpoint. For $N\ge0$,
$$Z_N(p)\ \ge\ \int_u^v e^{Ng(x)}\,dx\ \ge\ (v-u)\,e^{N(f^*(p)-\varepsilon)},$$
where the first inequality discards the positive weight outside $[u,v]$. The length $c=v-u>0$ depends on $f$, $a$, $b$, $p$ and $\varepsilon$, but not on $N$.

```lean
/-- Lower bound: for every `ε > 0` there is a constant `c > 0`, independent of the size `N`,
with `c exp (N (f*(p) - ε))` below the partition function. -/
theorem le_partitionFn (hab : a < b) (hf : ContinuousOn f (Icc a b)) (p : ℝ) {ε : ℝ}
    (hε : 0 < ε) :
    ∃ c : ℝ, 0 < c ∧ ∀ N : ℝ, 0 ≤ N →
      c * Real.exp (N * (legendre f a b p - ε)) ≤ partitionFn f a b p N := by
  obtain ⟨x₀, hx₀, hx₀e⟩ := (legendre_isGreatest hab.le hf p).1
  have hmax : p * x₀ - f x₀ = legendre f a b p := hx₀e
  have hg : ContinuousOn (fun x => p * x - f x) (Icc a b) := by fun_prop
  obtain ⟨δ, hδ, hnear⟩ := Metric.continuousWithinAt_iff.1 (hg x₀ hx₀) ε hε
  -- a small interval `[u, v]` around the maximiser
  obtain ⟨u, hu⟩ : ∃ u, u = max a (x₀ - δ / 2) := ⟨_, rfl⟩
  obtain ⟨v, hv⟩ : ∃ v, v = min b (x₀ + δ / 2) := ⟨_, rfl⟩
  have hau : a ≤ u := by rw [hu]; exact le_max_left _ _
  have hu' : x₀ - δ / 2 ≤ u := by rw [hu]; exact le_max_right _ _
  have hvb : v ≤ b := by rw [hv]; exact min_le_left _ _
  have hv' : v ≤ x₀ + δ / 2 := by rw [hv]; exact min_le_right _ _
  have huv : u < v := by
    rw [hu, hv]
    exact max_lt (lt_min hab (by linarith [hx₀.1]))
      (lt_min (by linarith [hx₀.2]) (by linarith))
  -- there the exponent stays within `ε` of its maximum
  have hlow : ∀ x ∈ Icc u v, legendre f a b p - ε ≤ p * x - f x := by
    intro x hx
    have hd : dist x x₀ < δ := by
      rw [Real.dist_eq, abs_lt]
      constructor <;> linarith [hx.1, hx.2]
    have h : dist (p * x - f x) (p * x₀ - f x₀) < ε :=
      hnear ⟨hau.trans hx.1, hx.2.trans hvb⟩ hd
    rw [Real.dist_eq, abs_lt] at h
    linarith [h.1]
  refine ⟨v - u, sub_pos.2 huv, fun N hN => ?_⟩
  have h1 := intervalIntegral.integral_mono_on huv.le
    ((continuous_const (y := Real.exp (N * (legendre f a b p - ε)))).intervalIntegrable u v)
    (weight_integrable huv.le (hf.mono (Icc_subset_Icc hau hvb)) p N)
    (fun x hx => Real.exp_le_exp.2 (mul_le_mul_of_nonneg_left (hlow x hx) hN))
  rw [intervalIntegral.integral_const, smul_eq_mul] at h1
  -- the rest of `[a, b]` only adds positive weight
  have h2 := intervalIntegral.integral_mono_interval hau huv.le hvb
    (Eventually.of_forall fun x => (Real.exp_pos (N * (p * x - f x))).le)
    (weight_integrable hab.le hf p N)
  exact h1.trans h2
```

The order of the quantifiers expresses that independence: `∃ c` stands before `∀ N`, so one constant serves all sizes. `Metric.continuousWithinAt_iff` produces $\delta$. In `huv`, `max_lt` and `lt_min` split $u<v$ into the four comparisons above. `hlow` is the bound $g\ge f^*(p)-\varepsilon$ on $[u,v]$, `h1` is the second inequality of the chain and `h2` the first.

## The limit of large size

Take logarithms of both bounds and divide by $N>0$:
$$\frac{\log c}{N}+f^*(p)-\varepsilon\ \le\ \frac{\log Z_N(p)}{N}\ \le\ \frac{\log(b-a)}{N}+f^*(p).$$
The prefactors $c$ and $b-a$ do not depend on $N$, so their logarithms divided by $N$ tend to zero. The limit follows by testing against a number $m$ on either side of $f^*(p)$.

For $m<f^*(p)$ choose $\varepsilon=(f^*(p)-m)/2$. For large $N$ one has $\log c/N>-\varepsilon$, so $\log Z_N(p)/N>f^*(p)-2\varepsilon=m$. For $m>f^*(p)$ and large $N$ one has $\log(b-a)/N<m-f^*(p)$, so $\log Z_N(p)/N<m$. Together,
$$\lim_{N\to\infty}\frac{1}{N}\log Z_N(p)=f^*(p).$$

```lean
/-- Laplace principle: the logarithm of the partition function per unit size tends to the
Legendre transform `f*(p)` as the size `N` tends to infinity. -/
theorem laplace_principle (hab : a < b) (hf : ContinuousOn f (Icc a b)) (p : ℝ) :
    Tendsto (fun N : ℝ => Real.log (partitionFn f a b p N) / N) atTop
      (𝓝 (legendre f a b p)) := by
  -- size-independent prefactors do not contribute in the limit
  have pre : ∀ c : ℝ, Tendsto (fun N : ℝ => Real.log c / N) atTop (𝓝 0) :=
    fun c => tendsto_const_nhds.div_atTop tendsto_id
  rw [tendsto_order]
  constructor
  · intro m hm
    have hε : 0 < (legendre f a b p - m) / 2 := by linarith
    obtain ⟨c, hc, hle⟩ := le_partitionFn hab hf p hε
    filter_upwards [eventually_gt_atTop 0,
      (tendsto_order.1 (pre c)).1 _ (neg_lt_zero.2 hε)] with N hN h1
    have h2 := Real.log_le_log (mul_pos hc (Real.exp_pos _)) (hle N hN.le)
    rw [Real.log_mul hc.ne' (Real.exp_pos _).ne', Real.log_exp] at h2
    rw [lt_div_iff₀ hN] at h1 ⊢
    nlinarith [h1, h2]
  · intro m hm
    filter_upwards [eventually_gt_atTop 0,
      (tendsto_order.1 (pre (b - a))).2 _ (sub_pos.2 hm)] with N hN h1
    have h2 := Real.log_le_log (partitionFn_pos hab hf p N) (partitionFn_le hab.le hf p hN.le)
    rw [Real.log_mul (sub_pos.2 hab).ne' (Real.exp_pos _).ne', Real.log_exp] at h2
    rw [div_lt_iff₀ hN] at h1 ⊢
    nlinarith [h1, h2]
```

In words: for real $a<b$, any $f$ continuous on $[a,b]$ and any real $p$, the function $N\mapsto\log Z_N(p)/N$ converges to $f^*(p)$ as the real number $N$ grows without bound. `atTop` is $N\to+\infty$ and `𝓝` marks the limiting value. The step `pre` is $\log(\text{const})/N\to0$. `tendsto_order` splits convergence into the two tests against $m$, and `filter_upwards` restricts attention to sizes that are positive and large enough for the prefactor to be small. `Real.log_mul` and `Real.log_exp` take the logarithm of each bound, and after the division by $N$ is cleared `nlinarith` adds the two inequalities.

The statement fixes the leading exponential order at fixed $p$. The Gaussian prefactor that Laplace's method gives at a smooth interior maximum with negative second derivative is of lower order and is not determined; no rate of convergence and no uniformity in $p$ is stated. The duality runs in one direction, from $f$ to $f^*$, and recovering $f$ or its convex hull from $f^*$ is not treated. Within the postulated form of the weight, the limit converts a size-independent free-energy profile per unit size along a single bounded order parameter into the thermodynamic potential per unit size of the conjugate ensemble, divided by the thermal energy and with its sign reversed; at finite $N$ the quantity $\log Z_N(p)/N$ generally differs from $f^*(p)$.

## Convexity in the field

Let $p$ and $q$ be two fields and $s,t\ge0$ with $s+t=1$. Let $x$ be a maximiser for the field $sp+tq$. Since $f(x)=sf(x)+tf(x)$,
$$f^*(sp+tq)=(sp+tq)x-f(x)=s\bigl(px-f(x)\bigr)+t\bigl(qx-f(x)\bigr)\le s f^*(p)+t f^*(q),$$
by the Fenchel–Young inequality at $p$ and at $q$. Only continuity of $f$ was used.

```lean
/-- The Legendre transform is a convex function of the field `p` for every continuous `f`,
convex or not. -/
theorem legendre_convex (hab : a ≤ b) (hf : ContinuousOn f (Icc a b)) :
    ConvexOn ℝ univ (legendre f a b) := by
  refine ⟨convex_univ, fun p _ q _ s t hs ht hst => ?_⟩
  simp only [smul_eq_mul]
  obtain ⟨x, hx, hxe⟩ := (legendre_isGreatest hab hf (s * p + t * q)).1
  have hmax : (s * p + t * q) * x - f x = legendre f a b (s * p + t * q) := hxe
  have h1 := mul_le_mul_of_nonneg_left (fenchel_young hf p hx) hs
  have h2 := mul_le_mul_of_nonneg_left (fenchel_young hf q hx) ht
  have h3 : s * f x + t * f x = f x := by rw [← add_mul, hst, one_mul]
  nlinarith [hmax, h1, h2, h3]
```

`ConvexOn ℝ univ` is convexity over all real fields. `hmax` is the first equality, `h3` splits $f(x)$, `h1` and `h2` are the two weighted inequalities, and `nlinarith` combines them. For the fluid of the opening, within the postulated form of the weight, the limiting $\beta P$ at fixed temperature is thus a convex function of $\beta\mu$ even when $\phi(\rho)$ has a non-convex stretch of the kind that mean-field equations of state produce.

## Exponential rate for a window of values

Now let $c$ and $d$ be the ends of a window, $a\le c<d\le b$, and write $f^*_{[c,d]}$ and $f^*_{[a,b]}$ for the transforms over the two intervals. Both partition functions are positive, so
$$\frac{\log w_N}{N}=\frac{\log Z_N^{[c,d]}(p)}{N}-\frac{\log Z_N^{[a,b]}(p)}{N}.$$
The function $f$ is continuous on $[c,d]$ as well, so the Laplace principle applies to each term:
$$\lim_{N\to\infty}\frac{1}{N}\log w_N=f^*_{[c,d]}(p)-f^*_{[a,b]}(p).$$

```lean
/-- Large-deviation rate of a window `[c, d] ⊆ [a, b]`: the logarithm of its probability per
unit size tends to the maximum of `p x - f x` on the window minus the maximum on `[a, b]`. -/
theorem window_rate {c d : ℝ} (hac : a ≤ c) (hcd : c < d) (hdb : d ≤ b)
    (hf : ContinuousOn f (Icc a b)) (p : ℝ) :
    Tendsto (fun N : ℝ => Real.log (windowProb f a b c d p N) / N) atTop
      (𝓝 (legendre f c d p - legendre f a b p)) := by
  have hab : a < b := by linarith
  have hf' : ContinuousOn f (Icc c d) := hf.mono (Icc_subset_Icc hac hdb)
  refine ((laplace_principle hcd hf' p).sub (laplace_principle hab hf p)).congr fun N => ?_
  rw [windowProb, Real.log_div (partitionFn_pos hcd hf' p N).ne'
    (partitionFn_pos hab hf p N).ne', sub_div]

end

end LaplaceLegendre
```

```lean
#print axioms LaplaceLegendre.laplace_principle
#print axioms LaplaceLegendre.legendre_convex
#print axioms LaplaceLegendre.window_rate
```

```
'LaplaceLegendre.laplace_principle' depends on axioms: [propext, Classical.choice, Quot.sound]
'LaplaceLegendre.legendre_convex' depends on axioms: [propext, Classical.choice, Quot.sound]
'LaplaceLegendre.window_rate' depends on axioms: [propext, Classical.choice, Quot.sound]
```

`hf.mono` restricts continuity to the window, `.sub` subtracts the two limits, and `Real.log_div` with `sub_div` is the identity for $\log w_N/N$. The theorem covers closed intervals of positive length, which is narrower than a large-deviation principle for general open and closed sets. Reading off the sign, a maximum over part of $[a,b]$ is at most the maximum over all of it, so the rate is zero for a window that contains a maximiser of $g$ on $[a,b]$ and negative for one that does not; in the second case $w_N$ decays exponentially with size.

## A spike in $f$ and an interval of zero length

The sign of the rate just discussed and the examples here are ordinary reasoning alongside the code, not theorems in it.

Without continuity the limit can miss the maximum. Take $[a,b]=[0,1]$, $p=0$, and $f(x)=0$ except $f(1/2)=-1$. Then $g(1/2)=1$ and $g=0$ elsewhere, so the maximum exists and $f^*(0)=1$. A single point does not change the integral, so $Z_N(0)=1$ and $\log Z_N(0)/N=0$ for every $N>0$. The upper bound survives, since $1\le e^{N}$. The lower bound fails for $\varepsilon<1$, because $g$ stays near its maximum on no interval of positive length.

With $a=b$ in place of $a<b$, take $a=b=1$, $f=0$ and $p=1$. The function is continuous and $f^*(1)=1$, but $Z_N(1)=0$ and its logarithm has no real value. Under Mathlib's convention that `Real.log` of zero is zero, the quotient would be $0$ for every $N$, which again differs from $f^*(1)=1$. In the lower bound the step that breaks is $u<v$, which used $a<b$; the positivity of $Z_N$ and the logarithm of $b-a$ in the upper test used $a<b$ as well.
